# The closed form for the number of spin multiplets of N electrons

The theorem `spinCount_mul_factorial` counts the ways of coupling the spins of N electrons, one after another, to total spin S; each way is a path in the branching diagram and gives one multiplet of 2S + 1 states. With m = 2S and N = 2b + m, it states that this count times b! (b + m + 1)! equals (m + 1) N!. N is any finite number, and only the spins are counted, with no orbitals or Hamiltonian in play. The proof is by induction on N: the last electron raises or lowers 2S by one, so the count is a sum over at most two parents, and singlets, the high-spin edge b = 0 and the interior are treated separately.

As first written in Lean, the proof fails:

```lean
import Mathlib

open scoped Nat

namespace SpinCountMulFactorial

/-- Number of paths in the branching diagram that lead to `N` electrons with `2S = m`:
each added electron raises or lowers `2S` by one, and `2S` never becomes negative. -/
def spinCount : ℕ → ℕ → ℕ
  | 0, 0 => 1
  | 0, _ + 1 => 0
  | N + 1, 0 => spinCount N 1
  | N + 1, m + 1 => spinCount N m + spinCount N (m + 2)

/-- If `N` electrons can be coupled to `2S = m`, then `N = 2b + m` for some natural `b`. -/
theorem exists_pairs : ∀ N m : ℕ, spinCount N m ≠ 0 → ∃ b, N = 2 * b + m
  | 0, 0, _ => ⟨0, rfl⟩
  | 0, m + 1, h => (h (by simp [spinCount])).elim
  | N + 1, 0, h => by
    obtain ⟨b, hb⟩ := exists_pairs N 1 (by simpa [spinCount] using h)
    exact ⟨b + 1, by omega⟩
  | N + 1, m + 1, h => by
    by_cases h1 : spinCount N m = 0
    · have h2 : spinCount N (m + 2) ≠ 0 := fun h2 => h (by simp [spinCount, h1, h2])
      obtain ⟨b, hb⟩ := exists_pairs N (m + 2) h2
      exact ⟨b + 1, by omega⟩
    · obtain ⟨b, hb⟩ := exists_pairs N m h1
      exact ⟨b, by omega⟩

/-- Closed form of the branching diagram: for `N = 2b + m`, the number of spin multiplets with
`2S = m`, times `b! (b+m+1)!`, is `(m+1) N!`. -/
theorem spinCount_mul_factorial {N b m : ℕ} (h : N = 2 * b + m) :
    spinCount N m * ((b)! * (b + m + 1)!) = (m + 1) * (N)! := by
  induction N generalizing b m with
  | zero =>
    obtain rfl : b = 0 := by omega
    obtain rfl : m = 0 := by omega
    simp [spinCount]
  | succ N ih =>
    rcases m with _ | m
    · -- a singlet arises only from a doublet
      obtain ⟨c, rfl⟩ : ∃ c, b = c + 1 := ⟨b - 1, by omega⟩
      have h1 := ih (b := c) (m := 1) (by omega)
      have hN : N = 2 * c + 1 := by omega
      have e : spinCount (N + 1) 0 = spinCount N 1 := rfl
      rw [e, show c + 1 + 0 + 1 = c + 1 + 1 from rfl, Nat.factorial_succ N,
        Nat.factorial_succ c]
      calc _ = (c + 1) * (spinCount N 1 * ((c)! * (c + 1 + 1)!)) := by ring
        _ = _ := by rw [h1, hN]; ring
    · have e : spinCount (N + 1) (m + 1) = spinCount N m + spinCount N (m + 2) := rfl
      have h1 := ih (b := b) (m := m) (by omega)
      rcases b with _ | c
      · -- the high-spin edge has a single parent
        have h2 : spinCount N (m + 2) = 0 := by
          by_contra h2
          obtain ⟨d, hd⟩ := exists_pairs _ _ h2
          omega
        have hN : N = m := by omega
        have e2 : (0 + (m + 1) + 1)! = (m + 2) * (0 + m + 1)! := by
          rw [show 0 + (m + 1) + 1 = (0 + m + 1) + 1 from by omega,
            Nat.factorial_succ (0 + m + 1)]
          ring
        rw [e, h2, e2, Nat.factorial_succ N]
        calc _ = (m + 2) * (spinCount N m * ((0)! * (0 + m + 1)!)) := by ring
          _ = _ := by rw [h1, hN]; ring
      · -- in the interior both parents contribute
        have h2 := ih (b := c) (m := m + 2) (by omega)
        have hN : N = 2 * (c + 1) + m := by omega
        have e2 : (c + 1 + m + 1 + 1)! = (c + m + 3) * (c + 1 + m + 1)! := by
          rw [Nat.factorial_succ (c + 1 + m + 1)]
          ring
        rw [show c + (m + 2) + 1 = c + 1 + m + 1 + 1 from by omega, e2] at h2
        rw [Nat.factorial_succ c] at h1
        rw [e, show c + 1 + (m + 1) + 1 = c + 1 + m + 1 + 1 from by omega, e2,
          Nat.factorial_succ N, Nat.factorial_succ c]
        calc _ = (c + m + 3) * (spinCount N m * ((c + 1) * (c)! * (c + 1 + m + 1)!))
              + (c + 1) * (spinCount N (m + 2) * ((c)! * ((c + m + 3) * (c + 1 + m + 1)!))) := by
              ring
          _ = _ := by rw [h1, h2, hN]; ring

end SpinCountMulFactorial
```

Compiling this gives:

```
Main.lean:65:35: error: No goals to be solved
```

Cause. The message "No goals to be solved" points at the `ring` that ends the high-spin case: when Lean reached it, nothing was left to prove.

The step before it, `rw [h1, hN]`, puts in the induction hypothesis and then replaces `N` by `m`. This leaves `(m + 2) * ((m + 1) * (m)!)` on the left and `(m + 1 + 1) * ((m + 1) * (m)!)` on the right. The two differ only in `m + 2` against `m + 1 + 1`, which are equal by definition. After rewriting, `rw` tries to close the goal by `rfl`, and here it succeeds, so the `ring` that follows has no goal and fails.

The diff deletes that `ring` and changes nothing else. The mathematics of the case was already right.

The repair, with which the file compiles:

```diff
@@ -63,5 +63,5 @@
         rw [e, h2, e2, Nat.factorial_succ N]
         calc _ = (m + 2) * (spinCount N m * ((0)! * (0 + m + 1)!)) := by ring
-          _ = _ := by rw [h1, hN]; ring
+          _ = _ := by rw [h1, hN]
       · -- in the interior both parents contribute
         have h2 := ih (b := c) (m := m + 2) (by omega)
```
